# A Slater determinant has at most \(m\) fractionally occupied environment natural orbitals for a fragment of \(m\) orbitals

A chemist wants to treat a small part of a large molecule accurately, say a metal centre or one breaking bond, and has a mean-field solution for the whole. The chosen part, the fragment, shares electrons with its surroundings, so it can't simply be cut out. Some orbitals of the environment must be kept with it as a bath. The environment may have thousands of orbitals; how many combinations of them does it take to carry all the entanglement with the fragment?

Density matrix embedding theory (DMET) reads the answer from the one-particle density matrix \(P\) of the mean-field state. Let the fragment \(F\) have \(m\) spin orbitals and let \(E\) be the set of environment spin orbitals, all orthonormal. The eigenvectors of the environment block \(P_{EE}\) are the natural orbitals of the environment, and the eigenvalues are their mean occupations \(n\). Those with \(n=1\) are filled, those with \(n=0\) are empty, and those with \(0<n<1\) form the bath. If the mean-field state is a single Slater determinant, the number of bath orbitals equals the rank of the block \(P_{FE}\), and so is at most \(m\), whatever the size of the environment.

## From idempotency to the count

For a single determinant, every orbital is either occupied or empty in a suitable basis, so \(P\) is the projector onto the occupied space: \(P^\dagger=P\) and \(P^2=P\). Here \(P\) refers to spin orbitals. If every occupied orbital has a definite spin, each spin component of \(P\) is itself such a projector, and the count applies to it with \(m\) spatial fragment orbitals. In a closed-shell calculation this component is half the spin-summed density matrix.

Write \(P\) in blocks and put \(C=P_{FE}\), a matrix with \(m\) rows. The environment block of \(P^2=P\) reads

\[
P_{EF}P_{FE}+P_{EE}^2=P_{EE}.
\]

Hermiticity gives \(P_{EF}=C^\dagger\), and therefore

\[
P_{EE}-P_{EE}^2=C^\dagger C .
\]

The left side measures how far the environment is from being a determinant by itself. The matrices \(C^\dagger C\) and \(C\) have the same kernel, because \(C^\dagger Cv=0\) implies \(\|Cv\|^2=v^\dagger C^\dagger Cv=0\). They have the same number of columns, hence the same rank, and this is at most \(m\).

Now let \(P_{EE}v=nv\) with \(v\neq0\). Then

\[
\|Cv\|^2=v^\dagger(P_{EE}-P_{EE}^2)v=n(1-n)\|v\|^2 .
\]

The left side is non-negative, so \(n(1-n)\ge0\), which means \(0\le n\le1\). The same equation shows that \(Cv=0\) exactly when \(n\) is 0 or 1.

Finally, let \(U\) be the unitary matrix whose columns are orthonormal eigenvectors of \(P_{EE}\), with eigenvalues \(n_i\). Then

\[
U^\dagger(P_{EE}-P_{EE}^2)U=\mathrm{diag}(n_i-n_i^2).
\]

The rank of a diagonal matrix is the number of its nonzero entries. Since every \(n_i\) lies in \([0,1]\), the entry \(n_i-n_i^2\) is nonzero exactly when \(0<n_i<1\). The number of fractional occupations, with multiplicity, is thus \(\operatorname{rank}C\le m\).

## Two electrons in three orbitals

Take one fragment orbital and two environment orbitals. Let two electrons of equal spin fill the space orthogonal to \((1,1,1)/\sqrt3\). Then

\[
P=\frac13\begin{pmatrix}2&-1&-1\\-1&2&-1\\-1&-1&2\end{pmatrix},\qquad
P_{EE}=\frac13\begin{pmatrix}2&-1\\-1&2\end{pmatrix},\qquad
C=-\frac13\begin{pmatrix}1&1\end{pmatrix}.
\]

Both \(P_{EE}-P_{EE}^2\) and \(C^\dagger C\) have all four entries equal to \(1/9\). The orbital \((1,-1)/\sqrt2\) has \(n=1\) and is annihilated by \(C\): it is filled and decoupled. The orbital \(v=(1,1)/\sqrt2\) has \(n=1/3\), and \(Cv=-\sqrt2/3\), so \(\|Cv\|^2=2/9=\tfrac13\cdot\tfrac23\). There is one bath orbital for one fragment orbital.

## Blocks, weights and fractional occupations in Lean

The index types `F` and `E` are finite, and a density matrix is a complex matrix indexed by their disjoint union `F ⊕ E`. Either type may be empty.

```lean
import Mathlib

open Matrix
open scoped ComplexOrder

namespace DMETBathBound

noncomputable section

variable {F E : Type*} [Fintype F] [Fintype E]
```

Mathlib numbers the blocks by position, with the fragment first, so the environment block is the lower right one.

```lean
/-- The environment block `P_EE` of a one-particle density matrix. -/
abbrev envBlock (P : Matrix (F ⊕ E) (F ⊕ E) ℂ) : Matrix E E ℂ := P.toBlocks₂₂
```

The upper right block has rows in `F` and columns in `E`; it is the matrix \(C\) above. The name `coupling` refers to the density matrix, not to a hopping term in a Hamiltonian.

```lean
/-- The block `P_FE` that couples the environment to the fragment. -/
abbrev coupling (P : Matrix (F ⊕ E) (F ⊕ E) ℂ) : Matrix F E ℂ := P.toBlocks₁₂
```

What the code calls `weight` is the squared norm \(\|v\|^2\). Vectors need not be normalised.

```lean
/-- The weight of an orbital: the sum of the squared moduli of its amplitudes. -/
def weight {ι : Type*} [Fintype ι] (v : ι → ℂ) : ℝ := ∑ i, ‖v i‖ ^ 2
```

A Hermitian matrix on `E` has a list of real eigenvalues in Mathlib, itself indexed by `E`. The set `fractional` collects indices, not values, so a threefold eigenvalue \(1/2\) counts three times. An index in this list labels an eigenvector and not an original environment orbital.

```lean
/-- The indices of the eigenvalues of a Hermitian matrix that lie strictly between 0 and 1;
a repeated eigenvalue has one index for each multiplicity. -/
def fractional [DecidableEq E] {A : Matrix E E ℂ} (hA : A.IsHermitian) : Finset E :=
  Finset.univ.filter fun i => 0 < hA.eigenvalues i ∧ hA.eigenvalues i < 1
```

The product `⬝ᵥ` does not conjugate its first argument, so the inner product of \(v\) with itself is written `star v ⬝ᵥ v`.

```lean
/-- The weight of an orbital is its inner product with itself. -/
theorem star_dot_self {ι : Type*} [Fintype ι] (v : ι → ℂ) :
    star v ⬝ᵥ v = (weight v : ℂ) := by
  simp [weight, dotProduct, Complex.conj_mul']
```

The environment block inherits Hermiticity entry by entry. This is needed before its eigenvalue list can be mentioned.

```lean
omit [Fintype F] [Fintype E] in
/-- The environment block of a Hermitian density matrix is Hermitian. -/
theorem envBlock_isHermitian {P : Matrix (F ⊕ E) (F ⊕ E) ℂ} (hP : P.IsHermitian) :
    (envBlock P).IsHermitian := by
  ext i j
  exact hP.apply (Sum.inr i) (Sum.inr j)
```

## The defect of the environment block

The first identity uses only idempotency. The proof takes the \((i,j)\) environment entry of \(P^2=P\), splits the sum over `F ⊕ E` into a fragment part and an environment part, and rearranges.

```lean
/-- For an idempotent density matrix, the failure of the environment block to be idempotent
is `P_EF P_FE`. -/
theorem env_defect {P : Matrix (F ⊕ E) (F ⊕ E) ℂ} (hPP : P * P = P) :
    envBlock P - envBlock P * envBlock P = P.toBlocks₂₁ * coupling P := by
  ext i j
  have h := congrFun (congrFun hPP (Sum.inr i)) (Sum.inr j)
  simp only [Matrix.mul_apply, Fintype.sum_sum_type] at h
  simp only [Matrix.sub_apply, Matrix.mul_apply, toBlocks₂₂, toBlocks₂₁, toBlocks₁₂,
    Matrix.of_apply]
  linear_combination -h
```

Hermiticity then replaces \(P_{EF}\) by the adjoint of \(P_{FE}\), which gives \(C^\dagger C\).

```lean
/-- For a Hermitian idempotent density matrix, `P_EE - P_EE²` is the product of the
adjoint of the coupling block with the coupling block. -/
theorem env_defect_gram {P : Matrix (F ⊕ E) (F ⊕ E) ℂ} (hP : P.IsHermitian)
    (hPP : P * P = P) :
    envBlock P - envBlock P * envBlock P = (coupling P)ᴴ * coupling P := by
  have h : P.toBlocks₂₁ = (coupling P)ᴴ := by
    ext i a
    exact (hP.apply (Sum.inr i) (Sum.inl a)).symm
  rw [env_defect hPP, h]
```

## Occupations and their coupling to the fragment

The next theorem is the relation \(\|Cv\|^2=n(1-n)\|v\|^2\). Its hypothesis `hv` is the eigenvalue equation with a real \(n\). The proof passes to complex numbers, writes both weights as inner products, moves \(C^\dagger\) next to \(C\), and substitutes the defect. Using `hv` twice turns \(P_{EE}^2v\) into \(n^2v\).

```lean
/-- Let the density matrix be Hermitian and idempotent. An environment orbital `v` with
`P_EE v = n v` is coupled to the fragment with weight `n (1 - n)` times its own weight. -/
theorem coupling_weight {P : Matrix (F ⊕ E) (F ⊕ E) ℂ} (hP : P.IsHermitian)
    (hPP : P * P = P) {v : E → ℂ} {n : ℝ} (hv : envBlock P *ᵥ v = (n : ℂ) • v) :
    weight (coupling P *ᵥ v) = n * (1 - n) * weight v := by
  apply Complex.ofReal_injective
  rw [Complex.ofReal_mul, ← star_dot_self, ← star_dot_self, Matrix.star_mulVec,
    ← Matrix.dotProduct_mulVec, Matrix.mulVec_mulVec, ← env_defect_gram hP hPP,
    Matrix.sub_mulVec, ← Matrix.mulVec_mulVec, hv, Matrix.mulVec_smul, hv]
  simp only [dotProduct_sub, dotProduct_smul, smul_eq_mul]
  push_cast
  ring
```

For a nonzero \(v\) the weight is positive and can be divided out, leaving \(n(1-n)\ge0\). The two squares supplied to `nlinarith` correspond to \(n\ge n^2\ge0\) and \(1-n\ge(1-n)^2\ge0\).

```lean
/-- For a Hermitian idempotent density matrix, the occupation `n` of a nonzero environment
orbital with `P_EE v = n v` lies between 0 and 1. -/
theorem occupation_bounds {P : Matrix (F ⊕ E) (F ⊕ E) ℂ} (hP : P.IsHermitian)
    (hPP : P * P = P) {v : E → ℂ} {n : ℝ} (hv : envBlock P *ᵥ v = (n : ℂ) • v)
    (h0 : v ≠ 0) : 0 ≤ n ∧ n ≤ 1 := by
  obtain ⟨i, hi⟩ := Function.ne_iff.mp h0
  have hi' : v i ≠ 0 := hi
  have hpos : 0 < weight v :=
    Finset.sum_pos' (fun _ _ => by positivity)
      ⟨i, Finset.mem_univ i, pow_pos (norm_pos_iff.mpr hi') 2⟩
  have hnn : 0 ≤ weight (coupling P *ᵥ v) := Finset.sum_nonneg fun _ _ => by positivity
  rw [coupling_weight hP hPP hv] at hnn
  have h : 0 ≤ n * (1 - n) := nonneg_of_mul_nonneg_left hnn hpos
  constructor <;> nlinarith [sq_nonneg n, sq_nonneg (1 - n)]
```

## Counting the bath orbitals

The exact count follows the diagonalisation above. In the proof, `eig` and `bounds` record that each eigenvector satisfies the eigenvalue equation and that its occupation lies in \([0,1]\). The matrix `U` has the eigenvectors as columns, and `hAU` is \(P_{EE}U=U\,\mathrm{diag}(n_i)\). From it, `hD` gives the corresponding equation for the defect. Multiplication by an invertible matrix preserves rank, so the chain of rewrites is

\[
\operatorname{rank}C=\operatorname{rank}C^\dagger C=\operatorname{rank}\bigl(U\,\mathrm{diag}(n_i-n_i^2)\bigr)=\#\{i: n_i-n_i^2\neq0\}.
\]

The last lines show that this index set is `fractional`.

```lean
/-- For a Hermitian idempotent density matrix, the number of eigenvalues of `P_EE` strictly
between 0 and 1, with multiplicity, equals the rank of the coupling block `P_FE`. -/
theorem card_fractional_eq_rank [DecidableEq E] {P : Matrix (F ⊕ E) (F ⊕ E) ℂ}
    (hP : P.IsHermitian) (hPP : P * P = P) :
    (fractional (envBlock_isHermitian hP)).card = (coupling P).rank := by
  have hA := envBlock_isHermitian hP
  have eig : ∀ j, envBlock P *ᵥ (hA.eigenvectorBasis j).ofLp
      = (hA.eigenvalues j : ℂ) • (hA.eigenvectorBasis j).ofLp := by
    intro j
    rw [hA.mulVec_eigenvectorBasis j]
    ext k
    simp
  have bounds : ∀ j, 0 ≤ hA.eigenvalues j ∧ hA.eigenvalues j ≤ 1 := by
    intro j
    refine occupation_bounds hP hPP (eig j) fun h => ?_
    apply hA.eigenvectorBasis.orthonormal.ne_zero j
    ext k
    exact congrFun h k
  -- the eigenvectors are the columns of an invertible matrix
  obtain ⟨U, hU, hUij⟩ : ∃ U : Matrix E E ℂ, IsUnit U.det ∧
      ∀ i j, U i j = (hA.eigenvectorBasis j).ofLp i := by
    refine ⟨hA.eigenvectorUnitary, ?_, fun i j => hA.eigenvectorUnitary_apply i j⟩
    have h1 := Matrix.mem_unitaryGroup_iff.mp hA.eigenvectorUnitary.2
    have h2 := congrArg Matrix.det h1
    rw [Matrix.det_mul, Matrix.det_one] at h2
    exact isUnit_iff_ne_zero.mpr (left_ne_zero_of_mul_eq_one h2)
  have hAU : envBlock P * U = U * diagonal (fun i => (hA.eigenvalues i : ℂ)) := by
    ext i j
    have h := congrFun (eig j) i
    simp only [Matrix.mulVec, dotProduct, Pi.smul_apply, smul_eq_mul] at h
    rw [Matrix.mul_diagonal, Matrix.mul_apply]
    simp only [hUij]
    rw [h, mul_comm]
  -- in this basis the defect is diagonal with entries n - n²
  have hD : (envBlock P - envBlock P * envBlock P) * U = U * diagonal
      (fun i => (hA.eigenvalues i : ℂ) - hA.eigenvalues i * hA.eigenvalues i) := by
    rw [Matrix.sub_mul, Matrix.mul_assoc, hAU, ← Matrix.mul_assoc, hAU, Matrix.mul_assoc,
      Matrix.diagonal_mul_diagonal, ← Matrix.mul_sub, Matrix.diagonal_sub]
  rw [← Matrix.rank_conjTranspose_mul_self (coupling P), ← env_defect_gram hP hPP,
    ← Matrix.rank_mul_eq_left_of_isUnit_det U _ hU, hD,
    Matrix.rank_mul_eq_right_of_isUnit_det U _ hU, Matrix.rank_diagonal,
    Fintype.card_subtype, fractional]
  congr 1
  ext i
  simp only [Finset.mem_filter, Finset.mem_univ, true_and]
  rw [← Complex.ofReal_mul, ← Complex.ofReal_sub, Ne, Complex.ofReal_eq_zero]
  constructor
  · rintro ⟨h0, h1⟩ h
    nlinarith [mul_pos h0 (sub_pos.2 h1)]
  · intro h
    exact ⟨lt_of_le_of_ne (bounds i).1 fun e => h (by rw [← e]; ring),
      lt_of_le_of_ne (bounds i).2 fun e => h (by rw [e]; ring)⟩
```

The bath bound has two parts, one for the rank of the defect and one for the number of fractional occupations. Both reduce to the rank of \(C\), which cannot exceed its number of rows, `Fintype.card F`.

```lean
/-- The DMET bath bound: for a Hermitian idempotent density matrix, the rank of
`P_EE - P_EE²` and the number of eigenvalues of `P_EE` strictly between 0 and 1, with
multiplicity, are both at most the number of fragment orbitals. -/
theorem bath_bound [DecidableEq E] {P : Matrix (F ⊕ E) (F ⊕ E) ℂ}
    (hP : P.IsHermitian) (hPP : P * P = P) :
    (envBlock P - envBlock P * envBlock P).rank ≤ Fintype.card F ∧
      (fractional (envBlock_isHermitian hP)).card ≤ Fintype.card F := by
  constructor
  · rw [env_defect_gram hP hPP, Matrix.rank_conjTranspose_mul_self]
    exact Matrix.rank_le_card_height _
  · rw [card_fractional_eq_rank hP hPP]
    exact Matrix.rank_le_card_height _
```

For a bath built from a single determinant in a finite basis, the fragment and bath together therefore have at most \(2m\) orbitals, and this limits the size of the problem passed to a correlated solver in DMET. The step from the count to the embedding is a statement about many-electron states: the determinant must factorise into a part on fragment and bath and a core of filled environment orbitals. That factorisation is standard, but the theorems here concern only the matrix \(P\).

A correlated state generally has a density matrix that is not idempotent, and the bound may then fail. The matrix \(P=\tfrac12\mathbf 1\) is Hermitian with all occupations in \([0,1]\), yet every environment orbital is fractional, which breaks the bound as soon as the environment is larger than the fragment. When the total number of orbitals is even and at least four, this is the density matrix of an equal superposition of two determinants that fill complementary halves of the orbitals.

## Independent bonds attain the bound

Pair each fragment orbital \(f\) with one environment orbital \(e\), and fill every bonding orbital \((f+e)/\sqrt2\). Each of the four blocks of \(P\) is then \(\tfrac12\mathbf 1\). In Lean the environment is a second copy of `F`.

```lean
/-- The density matrix of independent bonds: for each fragment orbital `f` and its partner `e` in
the environment, the normalised in-phase combination `(f + e)/√2` is filled. -/
def bondProjector (F : Type*) [DecidableEq F] : Matrix (F ⊕ F) (F ⊕ F) ℂ :=
  fromBlocks ((1 / 2 : ℂ) • 1) ((1 / 2 : ℂ) • 1) ((1 / 2 : ℂ) • 1) ((1 / 2 : ℂ) • 1)
```

This matrix satisfies both hypotheses. In the block product, each block is \(\tfrac14\mathbf 1+\tfrac14\mathbf 1=\tfrac12\mathbf 1\), which is the equation `e` in the proof.

```lean
/-- The density matrix of independent bonds is Hermitian and idempotent. -/
theorem bondProjector_witness (F : Type*) [Fintype F] [DecidableEq F] :
    (bondProjector F).IsHermitian ∧ bondProjector F * bondProjector F = bondProjector F := by
  constructor
  · unfold Matrix.IsHermitian bondProjector
    rw [Matrix.fromBlocks_conjTranspose]
    simp [Matrix.conjTranspose_smul]
  · have e : ((1 / 2 : ℂ) • (1 : Matrix F F ℂ)) * ((1 / 2 : ℂ) • 1)
        + ((1 / 2 : ℂ) • 1) * ((1 / 2 : ℂ) • 1) = (1 / 2 : ℂ) • 1 := by
      simp only [Matrix.smul_mul, Matrix.mul_smul, Matrix.one_mul]
      module
    unfold bondProjector
    rw [Matrix.fromBlocks_multiply, e]
```

All environment occupations equal \(1/2\), so there are \(m\) of them. The proof obtains the number without computing eigenvalues: the block \(C=\tfrac12\mathbf 1\) has determinant \((1/2)^m\neq0\), so its rank is \(m\), and the exact count does the rest. The bound \(m\) is thus attained for every fragment size.

```lean
/-- The bath bound is attained: for independent bonds the number of eigenvalues of `P_EE`
strictly between 0 and 1 equals the number of fragment orbitals. -/
theorem bath_bound_sharp (F : Type*) [Fintype F] [DecidableEq F] :
    (fractional (envBlock_isHermitian (bondProjector_witness F).1)).card
      = Fintype.card F := by
  have h : coupling (bondProjector F) = (1 / 2 : ℂ) • 1 := toBlocks_fromBlocks₁₂ _ _ _ _
  rw [card_fractional_eq_rank (bondProjector_witness F).1 (bondProjector_witness F).2, h]
  apply Matrix.rank_of_isUnit
  rw [Matrix.isUnit_iff_isUnit_det, Matrix.det_smul, Matrix.det_one, mul_one]
  exact (isUnit_iff_ne_zero.mpr (by norm_num)).pow _

end

end DMETBathBound
```

```lean
#print axioms DMETBathBound.occupation_bounds
#print axioms DMETBathBound.bath_bound
#print axioms DMETBathBound.bath_bound_sharp
```

```
'DMETBathBound.occupation_bounds' depends on axioms: [propext, Classical.choice, Quot.sound]
'DMETBathBound.bath_bound' depends on axioms: [propext, Classical.choice, Quot.sound]
'DMETBathBound.bath_bound_sharp' depends on axioms: [propext, Classical.choice, Quot.sound]
```
